# Second moments of finitely many independent, centred Gaussian displacements

The model takes finitely many real displacements to be independent Gaussian variables with mean zero, the `i`-th having variance `σ i ^ 2`; this distribution is assumed, not derived from a Hamiltonian or a temperature. The theorem says that the product of any two displacements is integrable, and that its mean is `σ i ^ 2` when the two are the same and zero when they differ. The proof first shows that each displacement is square-integrable, which makes the products integrable. For equal indices it then reduces the mean to the variance of a one-dimensional Gaussian, and for different indices it uses independence to split the mean into a product of two means, the first of which is zero.

This version doesn't compile in Lean 4 with Mathlib:

```lean
import Mathlib

open MeasureTheory ProbabilityTheory

namespace ThermalMoment

noncomputable section

variable {n ι : Type*} [Fintype n] [DecidableEq n] [Fintype ι]

/-- The model position distribution: independent centred Gaussian modes with variances `σ i ^ 2`. -/
def thermal (σ : n → ℝ) : Measure (n → ℝ) :=
  Measure.pi fun i => gaussianReal 0 (‖σ i‖₊ ^ 2)

/-- Under `thermal σ` products of two displacements are integrable, different modes are
uncorrelated, and mode `i` has mean square displacement `σ i ^ 2`. -/
theorem thermal_moment (σ : n → ℝ) (i j : n) :
    Integrable (fun y : n → ℝ => y i * y j) (thermal σ) ∧
      ∫ y, y i * y j ∂thermal σ = if i = j then σ i ^ 2 else 0 := by
  have mp : ∀ k, MeasurePreserving (fun y : n → ℝ => y k) (thermal σ)
      (gaussianReal 0 (‖σ k‖₊ ^ 2)) := fun k => measurePreserving_eval _ k
  have g : ∀ k, MemLp id 2 (gaussianReal 0 (‖σ k‖₊ ^ 2)) := fun k => by
    exact_mod_cast memLp_id_gaussianReal (μ := 0) (v := ‖σ k‖₊ ^ 2) 2
  have L2 : ∀ k, MemLp (fun y : n → ℝ => y k) 2 (thermal σ) :=
    fun k => (g k).comp_measurePreserving (mp k)
  -- averages over one mode are one-dimensional Gaussian integrals
  have push : ∀ k (f : ℝ → ℝ), Continuous f →
      ∫ y, f (y k) ∂thermal σ = ∫ t, f t ∂gaussianReal 0 (‖σ k‖₊ ^ 2) := fun k f hf => by
    rw [← (mp k).map_eq, integral_map (mp k).measurable.aemeasurable hf.aestronglyMeasurable]
  refine ⟨(L2 i).integrable_mul (L2 j), ?_⟩
  split_ifs with h
  · subst h
    have v := variance_of_integral_eq_zero (X := fun t : ℝ => t)
      (μ := gaussianReal 0 (‖σ i‖₊ ^ 2)) aemeasurable_id' integral_id_gaussianReal
    rw [variance_fun_id_gaussianReal] at v
    have p : ∫ y, y i ^ 2 ∂thermal σ = ∫ t, t ^ 2 ∂gaussianReal 0 (‖σ i‖₊ ^ 2) :=
      push i (fun t => t ^ 2) (by fun_prop)
    simp only [← pow_two]
    rw [p, ← v]
    simp
  · have ind : IndepFun (fun y : n → ℝ => y i) (fun y => y j) (thermal σ) :=
      (iIndepFun_pi (μ := fun k => gaussianReal 0 (‖σ k‖₊ ^ 2)) (X := fun _ t => t)
        (fun _ => aemeasurable_id')).indepFun h
    have p : ∫ y, y i ∂thermal σ = ∫ t, t ∂gaussianReal 0 (‖σ i‖₊ ^ 2) :=
      push i (fun t => t) continuous_id
    rw [ind.integral_fun_mul_eq_mul_integral (L2 i).1 (L2 j).1, p,
      integral_id_gaussianReal, zero_mul]

end

end ThermalMoment
```

The error:

```
Main.lean:23:4: error: mod_cast has type
  MemLp id 2 (gaussianReal 0 (‖σ k‖₊ ^ (2 : NNReal)))
but is expected to have type
  MemLp id 2 (gaussianReal 0 (‖σ k‖₊ ^ (2 : ℕ)))
Main.lean:23:56: error(lean.synthInstanceFailed): failed to synthesize instance of type class
  HPow NNReal NNReal NNReal

Hint: Type class instance resolution failures can be inspected with the `set_option trace.Meta.synthInstance true` command.
```

After these edits no error is left:

```diff
@@ -20,8 +20,8 @@
   have mp : ∀ k, MeasurePreserving (fun y : n → ℝ => y k) (thermal σ)
       (gaussianReal 0 (‖σ k‖₊ ^ 2)) := fun k => measurePreserving_eval _ k
-  have g : ∀ k, MemLp id 2 (gaussianReal 0 (‖σ k‖₊ ^ 2)) := fun k => by
-    exact_mod_cast memLp_id_gaussianReal (μ := 0) (v := ‖σ k‖₊ ^ 2) 2
+  have g : ∀ v : NNReal, MemLp id 2 (gaussianReal 0 v) := fun v => by
+    exact_mod_cast memLp_id_gaussianReal (μ := 0) (v := v) 2
   have L2 : ∀ k, MemLp (fun y : n → ℝ => y k) 2 (thermal σ) :=
-    fun k => (g k).comp_measurePreserving (mp k)
+    fun k => (g _).comp_measurePreserving (mp k)
   -- averages over one mode are one-dimensional Gaussian integrals
   have push : ∀ k (f : ℝ → ℝ), Continuous f →
```

What went wrong. Both errors come from the exponent in `(v := ‖σ k‖₊ ^ 2)`, inside the proof of `g`. The goal has the variance with a natural-number exponent, but in the term given to `exact_mod_cast` Lean took that `2` to be of type `NNReal`. The second message says that Lean finds no instance for raising an `NNReal` to an `NNReal` power. The first says that the resulting statement is not the one expected: the two differ only in the type of this exponent, and `exact_mod_cast` did not reconcile them.

The repair states `g` for an arbitrary variance `v : NNReal`. The term now contains no power, so there is no exponent to be misread. The change from `g k` to `g _` follows from this: `g` now takes a variance instead of an index, and Lean fills it in from `mp k`, where the exponent is already a natural number.
